# In the long-wavelength limit, the image plane of a linearised Thomas–Fermi metal lies one screening length inside its surface

Let a linearised Thomas–Fermi metal with screening wavenumber $k>0$ and the background permittivity of vacuum fill the half-space $z<0$, with vacuum above it, and apply an electrostatic potential that varies along the surface with wavenumber $q>0$. Continue the vacuum potential into the metal. It vanishes throughout a single plane parallel to the surface, the image plane, and as $q\to0^+$ the depth of this plane tends to the screening length $1/k$.

For slowly varying fields, this linear-response model with a sharp surface therefore looks from outside like an ideal conductor whose surface has been moved inward by $1/k$. Electron spill-out, which the model leaves out, can place the image plane of a metal outside the edge of its positive background instead.

```lean
import Mathlib

open Filter Topology

namespace ScreenedMetalImagePlane

noncomputable section
```

## The two potentials and the surface conditions

Take the full potential to be $\varphi(z)\cos(qx)$, where $x$ runs along the surface. In linearised Thomas–Fermi theory the induced charge density at each point is proportional to minus the potential there. The constant $k$ sets the strength of that response, and is postulated here, not computed from an electron density. Inside the metal the potential decays with the constant $K=\sqrt{q^2+k^2}$, which is `decay q k`.

```lean
/-- The decay constant `K = √(q² + k²)` inside a metal with screening wavenumber `k`, for a
potential of in-plane wavenumber `q`. -/
def decay (q k : ℝ) : ℝ := √(q ^ 2 + k ^ 2)
```

On the vacuum side, $\varphi(z)=e^{qz}-g\,e^{-qz}$. The first term comes from distant charges above the surface. The second is the metal's reply, with an amplitude $g$ still to be found. The Lean function is defined for every real $z$, so its continuation into the metal needs no further definition.

```lean
/-- The potential on the vacuum side: an applied part `exp(qz)` minus an induced part
`g exp(-qz)`. -/
def vacuumPotential (q g z : ℝ) : ℝ := Real.exp (q * z) - g * Real.exp (-(q * z))
```

On the metal side, $\varphi(z)=A\,e^{Kz}$, with an unknown amplitude $A$. The solution that grows into the metal is left out, because the potential must stay bounded deep inside.

```lean
/-- The screened potential `A exp(Kz)` on the metal side. -/
def metalPotential (q k A z : ℝ) : ℝ := A * Real.exp (decay q k * z)
```

At $z=0$ the two potentials must agree in value and in slope. Equal slopes follow from two assumptions: there is no sheet of charge on the surface, and the background permittivity is the same on both sides. `Matched` states the two conditions with true derivatives.

```lean
/-- The vacuum and metal potentials agree in value and in slope at the surface `z = 0`. -/
def Matched (q k g A : ℝ) : Prop :=
  vacuumPotential q g 0 = metalPotential q k A 0 ∧
    deriv (vacuumPotential q g) 0 = deriv (metalPotential q k A) 0
```

The model has no electron spill-out, no nonlinear response and no atomic structure, and its induced charge at a point depends only on the total potential at that point. Each statement concerns one in-plane wavenumber at a time, not the superposition that a point charge would require.

## (a) The slope in vacuum

**Task.** Write $\varphi_g(z)=e^{qz}-g\,e^{-qz}$. Show that
$$\varphi_g'(z)=q\,\varphi_{-g}(z).$$

**Solution.** Differentiating each exponential gives $\varphi_g'(z)=q\,e^{qz}+gq\,e^{-qz}=q\,(e^{qz}+g\,e^{-qz})$. The bracket is $\varphi_g$ with the sign of $g$ reversed.

```lean
/-- The slope of the vacuum potential is `q` times the vacuum potential with `g` reversed
in sign. -/
theorem vacuum_hasDerivAt (q g z : ℝ) :
    HasDerivAt (vacuumPotential q g) (q * vacuumPotential q (-g) z) z := by
  have h : HasDerivAt (fun x : ℝ => q * x) q z := by
    simpa using (hasDerivAt_id' z).const_mul q
  have h2 := h.exp.fun_sub (h.fun_neg.exp.const_mul g)
  exact h2.congr_deriv (by unfold vacuumPotential; ring)
```

`HasDerivAt` says that the derivative exists and has the stated value. The proof differentiates $qz$, applies the chain rule to both exponentials, and tidies the result with `ring`.

## (b) The slope in the metal

**Task.** For $\varphi(z)=A\,e^{Kz}$, show that
$$\varphi'(z)=K\varphi(z).$$

**Solution.** The chain rule gives $\varphi'(z)=AK\,e^{Kz}=K\varphi(z)$.

```lean
/-- The slope of the metal potential is `K` times the metal potential. -/
theorem metal_hasDerivAt (q k A z : ℝ) :
    HasDerivAt (metalPotential q k A) (decay q k * metalPotential q k A z) z := by
  have h : HasDerivAt (fun x : ℝ => decay q k * x) (decay q k) z := by
    simpa using (hasDerivAt_id' z).const_mul (decay q k)
  have h2 := h.exp.const_mul A
  exact h2.congr_deriv (by unfold metalPotential; ring)
```

The Lean proof is the same chain-rule step with $K$ in the exponent.

## (c) The field equations

**Task.** Show that the potentials satisfy
$$\varphi''=q^2\varphi\quad\text{(vacuum)},\qquad \varphi''=(q^2+k^2)\varphi\quad\text{(metal)}.$$

**Solution.** These are Laplace's equation and $\nabla^2\Phi=k^2\Phi$ for $\Phi=\varphi(z)\cos(qx)$, since the derivatives along $x$ contribute $-q^2\varphi$. In vacuum, apply (a) twice: the sign of $g$ is reversed twice, so $\varphi_g''=q\,\varphi_{-g}'=q^2\varphi_g$. In the metal, (b) applied twice gives $\varphi''=K^2\varphi$, and $K^2=q^2+k^2$.

```lean
/-- The vacuum potential obeys the Laplace equation `φ'' = q² φ`, and the metal potential obeys
the linearised Thomas-Fermi equation `φ'' = (q² + k²) φ`. -/
theorem field_equations (q k g A z : ℝ) :
    deriv (deriv (vacuumPotential q g)) z = q ^ 2 * vacuumPotential q g z ∧
      deriv (deriv (metalPotential q k A)) z = (q ^ 2 + k ^ 2) * metalPotential q k A z := by
  have hv : deriv (vacuumPotential q g) = fun x => q * vacuumPotential q (-g) x :=
    funext fun x => (vacuum_hasDerivAt q g x).deriv
  have hm : deriv (metalPotential q k A) = fun x => decay q k * metalPotential q k A x :=
    funext fun x => (metal_hasDerivAt q k A x).deriv
  have hK : decay q k ^ 2 = q ^ 2 + k ^ 2 := Real.sq_sqrt (by positivity)
  constructor
  · rw [hv, ((vacuum_hasDerivAt q (-g) z).const_mul q).deriv, neg_neg]
    ring
  · rw [hm, ((metal_hasDerivAt q k A z).const_mul (decay q k)).deriv, ← hK]
    ring
```

The equalities `hv` and `hm` identify the first derivatives as functions, so that they can be differentiated again. `Real.sq_sqrt` supplies $K^2=q^2+k^2$. The theorem holds at every real $z$, and so in particular on each potential's own side of the surface.

## (d) The amplitudes fixed by matching

**Task.** For $q>0$, show that the potentials match at the surface exactly when
$$g=\frac{K-q}{K+q},\qquad A=\frac{2q}{K+q}.$$

**Solution.** At $z=0$ the conditions read
$$1-g=A,\qquad q(1+g)=KA.$$
Inserting the first into the second gives $q+qg=K-Kg$, hence $g(K+q)=K-q$. Since $K+q>0$, we may divide. Then $A=1-g=2q/(K+q)$.

Conversely, these values give $1-g=2q/(K+q)=A$ and $q(1+g)=2qK/(K+q)=KA$, so both conditions hold.

**With numbers.** Take $q=3$ and $k=4$ in some inverse length unit. Then $K=5$, $g=2/8=1/4$ and $A=6/8=3/4$. The values agree, $1-\tfrac14=\tfrac34$, and so do the slopes, $3\cdot\tfrac54=5\cdot\tfrac34$.

```lean
/-- For `q > 0`, value and slope match at the surface exactly when `g = (K - q)/(K + q)` and
`A = 2q/(K + q)`. -/
theorem matched_iff {q k g A : ℝ} (hq : 0 < q) :
    Matched q k g A ↔
      g = (decay q k - q) / (decay q k + q) ∧ A = 2 * q / (decay q k + q) := by
  have hne : decay q k + q ≠ 0 :=
    (add_pos_of_nonneg_of_pos (Real.sqrt_nonneg _) hq).ne'
  unfold Matched
  rw [(vacuum_hasDerivAt q g 0).deriv, (metal_hasDerivAt q k A 0).deriv,
    eq_div_iff hne, eq_div_iff hne]
  simp only [vacuumPotential, metalPotential, mul_zero, neg_zero, Real.exp_zero, mul_one]
  constructor
  · rintro ⟨h1, h2⟩
    exact ⟨by linear_combination h2 - decay q k * h1, by linear_combination -h2 - q * h1⟩
  · rintro ⟨h1, h2⟩
    have hA : 1 - g = A := mul_right_cancel₀ hne (by linear_combination -h1 - h2)
    exact ⟨hA, by linear_combination h1 + decay q k * hA⟩
```

The rewrites with (a) and (b) turn the derivatives into these two algebraic conditions. Each `linear_combination` names the multiples of the conditions that eliminate an unknown. For the converse, `hA` recovers $1-g=A$ by cancelling $K+q$.

## (e) A length from the induced amplitude

**Task.** For matched potentials with $q>0$, show that
$$\frac{1-g}{2q}=\frac1{K+q}.$$

**Solution.** By (d),
$$1-g=\frac{(K+q)-(K-q)}{K+q}=\frac{2q}{K+q}.$$
Divide by $2q$.

This length estimates the depth of the image plane when $q$ is small. To first order in $z$, $\varphi_g(z)\approx(1-g)+q(1+g)z$, and with $g$ near $1$ this vanishes near $z=-(1-g)/(2q)$.

```lean
/-- For `q > 0` and matched potentials, `(1 - g)/(2q)` equals `1/(K + q)`. -/
theorem image_distance {q k g A : ℝ} (hq : 0 < q) (h : Matched q k g A) :
    (1 - g) / (2 * q) = 1 / (decay q k + q) := by
  have hne : decay q k + q ≠ 0 :=
    (add_pos_of_nonneg_of_pos (Real.sqrt_nonneg _) hq).ne'
  have hg := (eq_div_iff hne).1 ((matched_iff hq).1 h).1
  rw [div_eq_div_iff (by positivity) hne]
  linear_combination -hg
```

The proof takes $g(K+q)=K-q$ from (d), clears the denominators and finishes by linear algebra.

## (f) The long-wavelength limit of that length

**Task.** Let $k>0$, and let the potentials be matched at every $q>0$. Show that
$$\lim_{q\to0^+}\frac{1-g(q)}{2q}=\frac1k.$$

**Solution.** By (e) the quantity is $1/(K+q)$. As $q\to0$, $K+q=\sqrt{q^2+k^2}+q$ tends to $\sqrt{k^2}=k$, which is not zero, so the reciprocal tends to $1/k$.

**Without screening.** If $k=0$, then $K=q$, so $g=0$ and $A=1$: the applied potential passes through undisturbed. The quantity is then $1/(2q)$, which diverges, and $e^{qz}$ has no zero at all. Both this limit and the existence of an image plane thus need $k\neq0$.

```lean
/-- If the potentials are matched at every `q > 0` and `k > 0`, then `(1 - g)/(2q)` tends to the
screening length `1/k` as `q` tends to `0` from above. -/
theorem image_distance_tendsto {k : ℝ} (hk : 0 < k) {g A : ℝ → ℝ}
    (h : ∀ q, 0 < q → Matched q k (g q) (A q)) :
    Tendsto (fun q => (1 - g q) / (2 * q)) (𝓝[>] 0) (𝓝 (1 / k)) := by
  have hc : Continuous (fun q : ℝ => decay q k + q) := by
    unfold decay
    fun_prop
  have h0 : decay 0 k + 0 = k := by simp [decay, Real.sqrt_sq hk.le]
  have t : Tendsto (fun q : ℝ => decay q k + q) (𝓝 0) (𝓝 (decay 0 k + 0)) := hc.tendsto 0
  rw [h0] at t
  have t2 : Tendsto (fun q : ℝ => 1 / (decay q k + q)) (𝓝 0) (𝓝 (1 / k)) :=
    tendsto_const_nhds.div t hk.ne'
  refine (t2.mono_left nhdsWithin_le_nhds).congr' ?_
  filter_upwards [self_mem_nhdsWithin] with q hq
  exact (image_distance hq (h q hq)).symm
```

Here `g` and `A` are functions of `q`, restricted only by the matching conditions, and `𝓝[>] 0` denotes the approach to zero from above. The proof obtains the limit of $1/(K+q)$ by continuity, then uses (e) to replace that expression by $(1-g)/(2q)$ for positive $q$.

## (g) The exact position of the image plane

**Task.** For $q,k>0$ and matched potentials, show that
$$\varphi_g(z)=0\quad\Longleftrightarrow\quad z=-\frac{\operatorname{arsinh}(q/k)}{q}.$$

**Solution.** Put $a=\operatorname{arsinh}(q/k)$, so that $q=k\sinh a$. Then $q^2+k^2=k^2\cosh^2a$, and $K=k\cosh a$ because $k\cosh a>0$. Hence
$$K-q=k\,e^{-a},\qquad K+q=k\,e^{a},\qquad g=e^{-2a}.$$
The potential vanishes exactly when $e^{qz}=e^{-2a}e^{-qz}$. The exponential is injective, so this means $qz=-2a-qz$, or $z=-a/q$.

For $q=3$ and $k=4$, $a=\ln(\tfrac34+\tfrac54)=\ln2$, and the plane lies at $z=-(\ln2)/3\approx-0.231$. The length in (e) is only $1/8$ here, while $1/k=0.25$. At a wavenumber comparable with $k$, that length is a poor estimate of the depth.

```lean
/-- For `q, k > 0` and matched potentials, the vacuum potential, continued to all `z`, vanishes
at the single plane `z = -arsinh(q/k)/q`. -/
theorem vacuum_zero_iff {q k g A : ℝ} (hq : 0 < q) (hk : 0 < k) (h : Matched q k g A) (z : ℝ) :
    vacuumPotential q g z = 0 ↔ z = -(Real.arsinh (q / k) / q) := by
  have hne : decay q k + q ≠ 0 :=
    (add_pos_of_nonneg_of_pos (Real.sqrt_nonneg _) hq).ne'
  obtain ⟨a, ha⟩ : ∃ a, a = Real.arsinh (q / k) := ⟨_, rfl⟩
  rw [← ha]
  -- hyperbolic parametrisation: q = k sinh a and K = k cosh a
  have hs : q = k * Real.sinh a := by
    rw [ha, Real.sinh_arsinh, mul_div_cancel₀ _ hk.ne']
  have hsq : q ^ 2 + k ^ 2 = (k * Real.cosh a) ^ 2 := by
    linear_combination (q + k * Real.sinh a) * hs - k ^ 2 * Real.cosh_sq a
  have hK : decay q k = k * Real.cosh a := by
    rw [decay, hsq, Real.sqrt_sq (mul_pos hk (Real.cosh_pos a)).le]
  -- hence g = exp(-2a)
  have hg : g = Real.exp (-(2 * a)) := by
    have e1 : decay q k - q = k * Real.exp (-a) := by
      rw [hK, ← Real.cosh_sub_sinh]
      linear_combination -hs
    have e2 : decay q k + q = k * Real.exp a := by
      rw [hK, ← Real.cosh_add_sinh]
      linear_combination hs
    have e3 : Real.exp (-a) = Real.exp (-(2 * a)) * Real.exp a := by
      rw [← Real.exp_add]
      congr 1
      ring
    rw [((matched_iff hq).1 h).1, div_eq_iff hne, e1, e2]
    linear_combination k * e3
  rw [vacuumPotential, hg, sub_eq_zero, ← Real.exp_add, Real.exp_eq_exp, ← neg_div,
    eq_div_iff hq.ne']
  constructor <;> intro h' <;> linarith
```

The steps `hs`, `hK` and `hg` establish $q=k\sinh a$, $K=k\cosh a$ and $g=e^{-2a}$. Within `hg`, `e1` and `e2` are the formulas for $K-q$ and $K+q$. The last lines compare exponents. The equivalence gives both the existence of the zero and its uniqueness.

## (h) The image plane at long wavelength

**Task.** Let $k>0$, let the potentials be matched at every $q>0$, and let $z_0(q)$ be a zero of the continued vacuum potential for each such $q$. Show that
$$\lim_{q\to0^+}z_0(q)=-\frac1k.$$

**Solution.** By (g), $z_0(q)=-\operatorname{arsinh}(q/k)/q$. Since $\operatorname{arsinh}0=0$, the quotient $\operatorname{arsinh}(q/k)/q$ is the difference quotient of $q\mapsto\operatorname{arsinh}(q/k)$ at $q=0$. The derivative of $\operatorname{arsinh}$ at $0$ is $1$, so the chain rule gives the limit $1/k$, and $z_0(q)\to-1/k$.

```lean
/-- If `k > 0` and the potentials are matched at every `q > 0`, the plane `z₀` on which the
continued vacuum potential vanishes tends to `-1/k` as `q` tends to `0` from above. -/
theorem image_plane_tendsto {k : ℝ} (hk : 0 < k) {g A z₀ : ℝ → ℝ}
    (h : ∀ q, 0 < q → Matched q k (g q) (A q))
    (hz : ∀ q, 0 < q → vacuumPotential q (g q) (z₀ q) = 0) :
    Tendsto z₀ (𝓝[>] 0) (𝓝 (-(1 / k))) := by
  have hd : HasDerivAt (fun q : ℝ => Real.arsinh (q / k)) (1 / k) 0 := by
    have h1 := (Real.hasDerivAt_arsinh (0 / k)).comp (0 : ℝ)
      ((hasDerivAt_id' (0 : ℝ)).div_const k)
    exact h1.congr_deriv (by simp)
  refine Tendsto.congr' ?_ hd.tendsto_slope_zero_right.neg
  filter_upwards [self_mem_nhdsWithin] with q hq
  rw [(vacuum_zero_iff hq hk (h q hq) _).1 (hz q hq)]
  simp only [zero_add, zero_div, Real.arsinh_zero, sub_zero, smul_eq_mul]
  ring
```

`hd` is the derivative at zero, and `tendsto_slope_zero_right` turns it into the one-sided limit of the difference quotient. The function `z₀` is assumed only to be a zero for each positive `q`; (g) then supplies its formula.

## (i) The uniform field

**Task.** Under the same matching assumption, with $k>0$, show that at each fixed $z$
$$\lim_{q\to0^+}\frac{\varphi_{g(q)}(z)}{2q}=z+\frac1k.$$

**Solution.** Add and subtract $e^{-qz}$ in the numerator:
$$\frac{e^{qz}-g\,e^{-qz}}{2q}=\frac{\sinh(qz)}{q}+\frac{1-g}{2q}\,e^{-qz}.$$
The first term is the difference quotient of $q\mapsto\sinh(qz)$ at $q=0$ and tends to $z$. In the second, the fraction tends to $1/k$ by (f), and the exponential tends to $1$.

The limit is the potential of a uniform field, scaled to unit slope, with its zero at depth $1/k$. For $z<0$ it describes the continued vacuum potential and not the screened potential in the metal.

```lean
/-- If `k > 0` and the potentials are matched at every `q > 0`, the vacuum potential divided by
`2q` tends at each `z` to the linear potential `z + 1/k` as `q` tends to `0` from above. -/
theorem uniform_field_limit {k : ℝ} (hk : 0 < k) {g A : ℝ → ℝ}
    (h : ∀ q, 0 < q → Matched q k (g q) (A q)) (z : ℝ) :
    Tendsto (fun q => vacuumPotential q (g q) z / (2 * q)) (𝓝[>] 0) (𝓝 (z + 1 / k)) := by
  have hd : HasDerivAt (fun q : ℝ => Real.sinh (q * z)) z 0 :=
    ((hasDerivAt_id' (0 : ℝ)).mul_const z).sinh.congr_deriv (by simp)
  have hc : Continuous (fun q : ℝ => Real.exp (-(q * z))) := by fun_prop
  have he : Tendsto (fun q : ℝ => Real.exp (-(q * z))) (𝓝[>] 0) (𝓝 (Real.exp (-(0 * z)))) :=
    (hc.tendsto 0).mono_left nhdsWithin_le_nhds
  have hlim : z + 1 / k * Real.exp (-(0 * z)) = z + 1 / k := by simp
  rw [← hlim]
  -- split into sinh(qz)/q and the remainder (1 - g)/(2q) exp(-qz)
  refine Tendsto.congr' ?_
    (hd.tendsto_slope_zero_right.add ((image_distance_tendsto hk h).mul he))
  filter_upwards [self_mem_nhdsWithin] with q hq
  simp only [vacuumPotential, zero_add, zero_mul, Real.sinh_zero, sub_zero, smul_eq_mul]
  rw [Real.sinh_eq]
  ring

end

end ScreenedMetalImagePlane
```

`hd` handles the hyperbolic sine and `he` the exponential. The final `ring` confirms the splitting of the numerator. The limit is taken separately at each $z$, with no claim of uniformity in $z$.

```lean
#print axioms ScreenedMetalImagePlane.field_equations
#print axioms ScreenedMetalImagePlane.image_plane_tendsto
#print axioms ScreenedMetalImagePlane.uniform_field_limit
```

```
'ScreenedMetalImagePlane.field_equations' depends on axioms: [propext, Classical.choice, Quot.sound]
'ScreenedMetalImagePlane.image_plane_tendsto' depends on axioms: [propext, Classical.choice, Quot.sound]
'ScreenedMetalImagePlane.uniform_field_limit' depends on axioms: [propext, Classical.choice, Quot.sound]
```
